# For decreasingly ordered lists, comparing partial sums is equivalent to comparing the excess over every threshold

Suppose that the eigenvalues of two finite density matrices of the same size have been computed, each listed as often as its multiplicity, and that one wants to know whether the first state is at least as mixed as the second in the sense of majorization. The usual check sorts both lists in decreasing order and compares their running sums. That check can be replaced by another: pick a threshold \(t\), add up the amounts by which the eigenvalues exceed \(t\), and compare the two results. For ordered lists, the running sums of the first are at most those of the second exactly when, at every \(t\), the total excess of the first is at most that of the second. It is enough to try the entries of the second list as thresholds.

Write \(x=(x_0,\dots,x_{n-1})\) and \(y=(y_0,\dots,y_{n-1})\) for the two lists. Counting starts at zero, as it does in Lean.

## Partial sums, excess and majorization

```lean
import Mathlib

open Finset

namespace MajorizationThreshold

noncomputable section
```

The first line loads the mathematical library Mathlib. The next two commands open its vocabulary for finite sets and give the names that follow a common prefix. The last one, `noncomputable section`, allows definitions for which Lean produces no executable code.

```lean
/-- The sum of the entries of a spectrum up to and including position `j`. -/
def partialSum {n : ℕ} (x : Fin n → ℝ) (j : Fin n) : ℝ := ∑ i ∈ Finset.Iic j, x i
```

A list of \(n\) real numbers is a function `x : Fin n → ℝ`, where `Fin n` is the set of positions \(0,\dots,n-1\). The set `Finset.Iic j` contains the positions up to and including \(j\), so the definition reads
\[
S_j(x)=\sum_{i\le j}x_i .
\]
This sum has \(j+1\) terms; \(S_0(x)=x_0\) is the first entry alone.

```lean
/-- The total weight by which the entries of a spectrum exceed the threshold `t`. -/
def excess {n : ℕ} (x : Fin n → ℝ) (t : ℝ) : ℝ := ∑ i, max (x i - t) 0
```

The excess is
\[
E_x(t)=\sum_i \max(x_i-t,\,0).
\]
Entries below \(t\) contribute nothing. If the \(x_i\) are the eigenvalues of a density operator \(\rho\), then \(E_x(t)\) is the trace of the positive part of \(\rho-t\mathbb 1\). It doesn't depend on the order in which the eigenvalues are listed.

```lean
/-- Majorization of `x` by `y`, for decreasingly ordered spectra: each partial sum of `x` is at
most that of `y`, and the totals agree. -/
def Majorized {n : ℕ} (x y : Fin n → ℝ) : Prop :=
  (∀ j, partialSum x j ≤ partialSum y j) ∧ ∑ i, x i = ∑ i, y i
```

`Majorized x y` says that \(S_j(x)\le S_j(y)\) for all \(j\) and that \(\sum_i x_i=\sum_i y_i\). The definition doesn't sort the lists. It expresses majorization in the usual sense when both are already in decreasing order, and the theorems below assume this where they need it.

The entries may be any real numbers. Positivity and unit trace are not required, so the spectra of density operators are a special case, in which the totals agree automatically. The operators themselves do not appear in the code: diagonalisation and sorting come before the theorems are applied.

## The leading entries compared with the excess

```lean
/-- The summed surplus of the leading entries over a threshold is at most the excess. -/
theorem surplus_le_excess {n : ℕ} (x : Fin n → ℝ) (j : Fin n) (t : ℝ) :
    ∑ i ∈ Finset.Iic j, (x i - t) ≤ excess x t := by
  calc ∑ i ∈ Finset.Iic j, (x i - t)
      ≤ ∑ i ∈ Finset.Iic j, max (x i - t) 0 :=
        Finset.sum_le_sum fun i _ => le_max_left _ _
    _ ≤ ∑ i, max (x i - t) 0 :=
        Finset.sum_le_sum_of_subset_of_nonneg (Finset.subset_univ _)
          (fun i _ _ => le_max_right _ _)
```

In a Lean theorem, the hypotheses stand before the first colon outside all brackets, the claim after it, and the proof after `:=`. Here the claim is
\[
\sum_{i\le j}(x_i-t)\le E_x(t)
\]
for any list, ordered or not. By hand there are two steps:
\[
\sum_{i\le j}(x_i-t)\;\le\;\sum_{i\le j}\max(x_i-t,0)\;\le\;\sum_i\max(x_i-t,0).
\]
The first holds because a number is at most the maximum of itself and zero. The second adds terms that are not negative. The `calc` block writes out the same chain, with the reason for each step next to it.

```lean
/-- If the leading entries are at least `t` and the remaining ones at most `t`, the summed surplus
over `t` of the leading entries equals the excess. -/
theorem surplus_eq_excess {n : ℕ} (x : Fin n → ℝ) (j : Fin n) (t : ℝ)
    (above : ∀ i, i ≤ j → t ≤ x i) (below : ∀ i, j < i → x i ≤ t) :
    ∑ i ∈ Finset.Iic j, (x i - t) = excess x t := by
  have h1 : ∑ i ∈ Finset.Iic j, (x i - t) = ∑ i ∈ Finset.Iic j, max (x i - t) 0 :=
    Finset.sum_congr rfl fun i hi =>
      (max_eq_left (sub_nonneg.2 (above i (Finset.mem_Iic.1 hi)))).symm
  rw [h1]
  unfold excess
  -- entries behind position `j` contribute nothing
  exact Finset.sum_subset (Finset.subset_univ _) fun i _ hi =>
    max_eq_right (sub_nonpos.2 (below i (not_le.1 fun h => hi (Finset.mem_Iic.2 h))))
```

The inequality becomes an equality when \(t\) separates the leading entries from the rest. The hypothesis `above` says \(x_i\ge t\) for \(i\le j\), and `below` says \(x_i\le t\) for \(i>j\). For the leading entries, \(x_i-t=\max(x_i-t,0)\); this is the step `h1`. For the others, \(\max(x_i-t,0)=0\), so the sum may be extended to all positions without changing its value, which is what `Finset.sum_subset` does. Hence
\[
\sum_{i\le j}(x_i-t)=E_x(t).
\]

## The entries of the second list suffice as thresholds

```lean
/-- Finite test: if `y` is decreasingly ordered and the excess of `x` is at most that of `y` at
each threshold taken from the entries of `y`, then each partial sum of `x` is at most that
of `y`. -/
theorem partialSum_le_of_finite_test {n : ℕ} {x y : Fin n → ℝ} (hy : Antitone y)
    (h : ∀ j, excess x (y j) ≤ excess y (y j)) (j : Fin n) :
    partialSum x j ≤ partialSum y j := by
  have a := surplus_le_excess x j (y j)
  have b := surplus_eq_excess y j (y j) (fun i hi => hy hi) (fun i hi => hy hi.le)
  rw [Finset.sum_sub_distrib] at a b
  unfold partialSum
  linarith [h j]
```

`Antitone y` means that \(i\le k\) implies \(y_k\le y_i\), so that \(y\) is decreasingly ordered, with ties allowed. The hypothesis `h` compares the excesses only at the \(n\) thresholds \(t=y_j\).

Fix \(j\) and set \(t=y_j\). Because \(y\) is ordered, this value separates its leading entries from the rest, and the equality above applies to \(y\). For \(x\) the general inequality is enough:
\[
S_j(x)-(j+1)y_j\;\le\;E_x(y_j)\;\le\;E_y(y_j)\;=\;S_j(y)-(j+1)y_j .
\]
Cancelling the common term gives \(S_j(x)\le S_j(y)\). In the code, `a` is the first relation, `h j` the second and `b` the third. The rewriting with `Finset.sum_sub_distrib` splits off the sum of the constant \(y_j\), and `linarith`, which derives consequences of linear inequalities, combines the three. No ordering of \(x\) is used.

As an instance, take \(x=(0.5,\,0.3,\,0.2)\) and \(y=(0.6,\,0.3,\,0.1)\). The three thresholds give

| \(t\) | \(E_x(t)\) | \(E_y(t)\) |
|---|---|---|
| 0.6 | 0 | 0 |
| 0.3 | 0.2 | 0.3 |
| 0.1 | 0.4 + 0.2 + 0.1 = 0.7 | 0.5 + 0.2 = 0.7 |

All three inequalities hold, and the partial sums \((0.5,\,0.8,\,1)\) and \((0.6,\,0.9,\,1)\) are ordered accordingly. Replace \(x\) by \((0.5,\,0.25,\,0.25)\) and \(y\) by \((0.4,\,0.4,\,0.2)\), and the test fails at \(t=0.4\), where the excesses are \(0.1\) and \(0\). This matches the first partial sums, \(0.5\) and \(0.4\).

## The equivalence for all thresholds

```lean
/-- Threshold test: for decreasingly ordered spectra, all partial sums of `x` are at most those of
`y` if and only if the excess of `x` is at most that of `y` at every threshold. -/
theorem threshold_test {n : ℕ} {x y : Fin n → ℝ} (hx : Antitone x) (hy : Antitone y) :
    (∀ j, partialSum x j ≤ partialSum y j) ↔ ∀ t, excess x t ≤ excess y t := by
  refine ⟨fun h t => ?_, fun h => partialSum_le_of_finite_test hy fun j => h (y j)⟩
  by_cases hs : (Finset.univ.filter fun i => t < x i).Nonempty
  · -- cut the spectrum at the last entry above the threshold
    obtain ⟨j, hj, hmax⟩ := Finset.exists_max_image _ (fun i : Fin n => i) hs
    have hj' : t < x j := (Finset.mem_filter.1 hj).2
    have a := surplus_eq_excess x j t (fun i hi => hj'.le.trans (hx hi)) (fun i hi => by
      by_contra hc
      exact absurd (hmax i (Finset.mem_filter.2 ⟨Finset.mem_univ i, not_le.1 hc⟩))
        (not_le.2 hi))
    have b := surplus_le_excess y j t
    have c := h j
    unfold partialSum at c
    rw [Finset.sum_sub_distrib] at a b
    linarith
  · -- no entry of `x` lies above the threshold
    have hzero : excess x t = 0 := by
      unfold excess
      refine Finset.sum_eq_zero fun i _ => max_eq_right (sub_nonpos.2 ?_)
      by_contra hc
      exact hs ⟨i, Finset.mem_filter.2 ⟨Finset.mem_univ i, not_le.1 hc⟩⟩
    rw [hzero]
    exact Finset.sum_nonneg fun i _ => le_max_right _ _
```

For decreasingly ordered \(x\) and \(y\),
\[
S_j(x)\le S_j(y)\ \text{ for all } j
\quad\Longleftrightarrow\quad
E_x(t)\le E_y(t)\ \text{ for all real } t .
\]
Equal totals are not assumed. The left side alone is often called weak majorization.

From right to left, an inequality at every threshold holds in particular at the entries of \(y\), and the finite test finishes the argument. The first line of the proof disposes of this direction.

From left to right, fix \(t\). Suppose first that some entry of \(x\) lies above \(t\), and let \(j\) be the last position with \(x_j>t\). Since \(x\) is ordered, every entry up to \(j\) is above \(t\); since \(j\) is the last such position, every later entry is at most \(t\). So \(t\) separates the leading entries of \(x\) from the rest, and
\[
E_x(t)=S_j(x)-(j+1)t\;\le\;S_j(y)-(j+1)t\;\le\;E_y(t).
\]
If no entry of \(x\) lies above \(t\), then \(E_x(t)=0\), while \(E_y(t)\) is a sum of terms that are not negative.

The command `by_cases` makes this distinction by asking whether the set of positions with \(t<x_i\) is nonempty. `Finset.exists_max_image` supplies its largest member \(j\), and `hmax` records that no member is larger. The facts `a`, `c` and `b` are, in this order, the three relations of the displayed chain. The second bullet proves `hzero`, which is \(E_x(t)=0\).

Together with the finite test, this shows that for ordered lists the inequalities at the \(n\) thresholds \(y_j\) already imply those at all real \(t\).

## Absolute deviations and equal totals

```lean
/-- The total absolute deviation from `t` is twice the excess, minus the total of the entries,
plus `n` times `t`. -/
theorem sum_abs_eq_excess {n : ℕ} (x : Fin n → ℝ) (t : ℝ) :
    ∑ i, |x i - t| = 2 * excess x t - ∑ i, x i + n * t := by
  have e : ∀ i, |x i - t| = 2 * max (x i - t) 0 - x i + t := by
    intro i
    rcases le_total 0 (x i - t) with h | h
    · rw [abs_of_nonneg h, max_eq_left h]; ring
    · rw [abs_of_nonpos h, max_eq_right h]; ring
  simp only [excess, e, Finset.sum_add_distrib, Finset.sum_sub_distrib, Finset.mul_sum,
    Finset.sum_const, Finset.card_univ, Fintype.card_fin, nsmul_eq_mul]
```

For any real \(a\), \(|a|=2\max(a,0)-a\): both sides are \(a\) if \(a\ge 0\), and \(-a\) if \(a\le 0\). Put \(a=x_i-t\) and sum over \(i\):
\[
\sum_i|x_i-t| = 2E_x(t)-\sum_i x_i+nt .
\]
The step `e` is the identity for a single entry, proved by the same two cases, and the last command carries out the summation.

```lean
/-- If the total absolute deviation of `x` from every real number is at most that of `y`, then the
two spectra have the same total. -/
theorem total_eq_of_abs_le {n : ℕ} {x y : Fin n → ℝ}
    (h : ∀ t, ∑ i, |x i - t| ≤ ∑ i, |y i - t|) : ∑ i, x i = ∑ i, y i := by
  -- a common bound on all entries
  obtain ⟨B, hx, hy⟩ : ∃ B : ℝ, (∀ i, |x i| ≤ B) ∧ ∀ i, |y i| ≤ B := by
    have key : ∀ z : Fin n → ℝ, ∀ i, |z i| ≤ ∑ k, |z k| := fun z i =>
      Finset.single_le_sum (f := fun k => |z k|) (fun k _ => abs_nonneg _) (Finset.mem_univ i)
    have pos : ∀ z : Fin n → ℝ, 0 ≤ ∑ k, |z k| := fun z =>
      Finset.sum_nonneg fun k _ => abs_nonneg _
    exact ⟨∑ k, |x k| + ∑ k, |y k|, fun i => by linarith [key x i, pos y],
      fun i => by linarith [key y i, pos x]⟩
  -- beyond the bound the deviations are linear in the entries
  have up : ∀ z : Fin n → ℝ, (∀ i, |z i| ≤ B) → ∑ i, |z i - B| = n * B - ∑ i, z i := by
    intro z hz
    have e : ∀ i, |z i - B| = B - z i := fun i => by
      rw [abs_of_nonpos (by linarith [(abs_le.1 (hz i)).2])]; ring
    simp only [e, Finset.sum_sub_distrib, Finset.sum_const, Finset.card_univ,
      Fintype.card_fin, nsmul_eq_mul]
  have down : ∀ z : Fin n → ℝ, (∀ i, |z i| ≤ B) →
      ∑ i, |z i - (-B)| = ∑ i, z i + n * B := by
    intro z hz
    have e : ∀ i, |z i - (-B)| = z i + B := fun i => by
      rw [abs_of_nonneg (by linarith [(abs_le.1 (hz i)).1])]; ring
    simp only [e, Finset.sum_add_distrib, Finset.sum_const, Finset.card_univ,
      Fintype.card_fin, nsmul_eq_mul]
  have h1 := h B
  have h2 := h (-B)
  rw [up x hx, up y hy] at h1
  rw [down x hx, down y hy] at h2
  linarith
```

The absolute deviations also contain information about the totals. Assume \(\sum_i|x_i-t|\le\sum_i|y_i-t|\) for all \(t\), and choose \(B\) with \(|x_i|\le B\) and \(|y_i|\le B\) for all \(i\). The code takes \(B=\sum_k|x_k|+\sum_k|y_k|\). At \(t=B\) no entry lies above the threshold, so the assumption becomes
\[
nB-\sum_i x_i\;\le\; nB-\sum_i y_i ,
\]
which gives \(\sum_i y_i\le\sum_i x_i\). At \(t=-B\) no entry lies below it, and
\[
\sum_i x_i+nB\;\le\;\sum_i y_i+nB ,
\]
which gives the opposite inequality. The totals are therefore equal. The steps `up` and `down` evaluate the deviations at \(B\) and \(-B\) for any list within the bound, and `h1` and `h2` are the two resulting inequalities. The order of the entries plays no part.

```lean
/-- For decreasingly ordered spectra, `x` is majorized by `y` if and only if the total absolute
deviation of `x` from every real number is at most that of `y`. -/
theorem majorized_iff_abs {n : ℕ} {x y : Fin n → ℝ} (hx : Antitone x) (hy : Antitone y) :
    Majorized x y ↔ ∀ t, ∑ i, |x i - t| ≤ ∑ i, |y i - t| := by
  constructor
  · rintro ⟨hp, hsum⟩ t
    rw [sum_abs_eq_excess, sum_abs_eq_excess]
    linarith [(threshold_test hx hy).1 hp t]
  · intro h
    have hsum := total_eq_of_abs_le h
    refine ⟨(threshold_test hx hy).2 fun t => ?_, hsum⟩
    have ht := h t
    rw [sum_abs_eq_excess, sum_abs_eq_excess] at ht
    linarith
```

For decreasingly ordered lists, full majorization, equal totals included, is equivalent to
\[
\sum_i|x_i-t|\le\sum_i|y_i-t|\quad\text{for all real } t .
\]
If \(x\) is majorized by \(y\), the threshold test gives \(E_x(t)\le E_y(t)\). The totals agree, so the formula for the absolute deviations turns this into the claimed inequality. Conversely, the deviation inequalities force equal totals by the previous theorem. The same formula then gives \(E_x(t)\le E_y(t)\) for all \(t\), and the threshold test returns the partial sums. The two bullets after `constructor` are these two directions.

For density operators \(\rho\) and \(\sigma\) on a finite-dimensional space, with ordered spectra \(x\) and \(y\), the sums are the trace norms of \(\rho-t\mathbb 1\) and \(\sigma-t\mathbb 1\). The criterion then says that \(\rho\) is at least as mixed as \(\sigma\), in the sense of majorization, exactly when its trace-norm distance from each multiple \(t\mathbb 1\) of the identity is at most that of \(\sigma\).

## Two levels in the wrong order

```lean
/-- For the two-level lists `(1, 0)` and `(0, 1)`, the second not decreasingly ordered, the excess
inequality holds at every threshold while the inequality of the first partial sums fails. -/
theorem ordering_needed :
    (∀ t, excess ![(1 : ℝ), 0] t ≤ excess ![(0 : ℝ), 1] t) ∧
      ¬ partialSum ![(1 : ℝ), 0] 0 ≤ partialSum ![(0 : ℝ), 1] 0 := by
  constructor
  · intro t
    simp only [excess, Fin.sum_univ_two]
    exact le_of_eq (add_comm _ _)
  · have h0 : Finset.Iic (0 : Fin 2) = {0} := by decide
    unfold partialSum
    rw [h0, Finset.sum_singleton, Finset.sum_singleton]
    norm_num

end

end MajorizationThreshold
```

The notation `![(1 : ℝ), 0]` is the list \((1,0)\). Take \(x=(1,0)\) and \(y=(0,1)\), two listings of the spectrum of a pure qubit state. Both have the excess \(\max(1-t,0)+\max(-t,0)\), so the excess inequality holds at every \(t\), with equality. The first partial sums are \(1\) and \(0\), however, and \(1\le 0\) is false. In the code, `add_comm` exchanges the two terms of the excess, and `norm_num` settles the numerical comparison.

The example concerns the ordering of \(y\), which the step from thresholds to partial sums uses. The opposite step uses the ordering of \(x\), and it fails for \(x=(0,1)\) and \(y=(\tfrac12,\tfrac12)\): the partial sums satisfy \(0\le\tfrac12\) and \(1\le 1\), but at \(t=\tfrac12\) the excesses are \(\tfrac12\) and \(0\).

```lean
#print axioms MajorizationThreshold.majorized_iff_abs
-- 'MajorizationThreshold.majorized_iff_abs' depends on axioms: [propext, Classical.choice, Quot.sound]
#print axioms MajorizationThreshold.ordering_needed
-- 'MajorizationThreshold.ordering_needed' depends on axioms: [propext, Classical.choice, Quot.sound]
```
